# Breit–Rabi energies of a nuclear spin coupled to an electron spin 1/2

Let an electron spin $\mathbf S$ of size 1/2 and a nuclear spin $\mathbf I$ of size $n/2$ have the Hamiltonian $H=A\,\mathbf I\cdot\mathbf S+bS_z$, with $A,b$ real. With $F_z=I_z+S_z$,

$$\left(H+\tfrac A4\right)^2=\tfrac14\left(\tfrac{A^2(n+1)^2}{4}+b^2+2AbF_z\right).$$

Hence a joint eigenvector of $H$ and $F_z$, with eigenvalues $E$ and $m$, satisfies

$$E=-\tfrac A4\pm\tfrac12\sqrt{R},\qquad R=\tfrac{A^2(n+1)^2}{4}+b^2+2Abm.$$

Both signs occur for $|m|<\frac{n+1}2$, but only one for $m=\pm\frac{n+1}2$, where there is a single state. These are the hyperfine energies of a hydrogen-like or alkali ground state in a magnetic field, in a model that omits the nucleus's own Zeeman energy. The constant $A$ measures the magnetic coupling of electron and nucleus, and $b$ is the electron's Zeeman splitting. Both are energies, with spins in units of $\hbar$. Here $n$ is twice the nuclear spin, not a principal quantum number.

## Squaring the Hamiltonian in the electron basis

Label nuclear states by $k=0,\dots,n$, with $I_z=\mu=n/2-k$. The ladder matrices satisfy

$$I_-I_+=k(n+1-k)=\tfrac{(n+1)^2}{4}-(\mu+\tfrac12)^2,$$
$$I_+I_-=(k+1)(n-k)=\tfrac{(n+1)^2}{4}-(\mu-\tfrac12)^2.$$

Since $\mathbf I\cdot\mathbf S=\frac12(I_+S_-+I_-S_+)+I_zS_z$, the shifted Hamiltonian $K=H+A/4$ is, with electron spin up first,

$$K=\tfrac12\begin{pmatrix}AI_z+b+\frac A2&AI_-\\AI_+&-AI_z-b+\frac A2\end{pmatrix}.$$

The upper right block of $K^2$ is $\frac{A^2}{4}([I_z,I_-]+I_-)=0$, and the lower left is $\frac{A^2}{4}(I_+-[I_z,I_+])=0$. The diagonal blocks are

$$\tfrac14\left[(A(\mu\pm\tfrac12)+b)^2+A^2\left(\tfrac{(n+1)^2}{4}-(\mu\pm\tfrac12)^2\right)\right].$$

The terms in $A^2(\mu\pm\frac12)^2$ cancel. As $m=\mu\pm\frac12$, what remains is $R/4$, which is the identity.

If $Hv=Ev$, $F_zv=mv$ and $v\ne0$, then $(E+A/4)^2=R/4$, which gives the two roots. Conversely, let $F_zv=mv$, $R>0$ and $r=\sqrt R/2$. Then $K^2v=r^2v$, and

$$u=\frac{Kv+rv}{2r},\qquad w=\frac{rv-Kv}{2r}$$

satisfy $u+w=v$, $Ku=ru$ and $Kw=-rw$.

## A nuclear spin 1/2, and a nucleus without spin

Take $n=1$, $A=4$, $b=3$. For $m=0$, $R=16+9=25$, so $E=-1\pm\frac52$, that is $\frac32$ and $-\frac72$. Directly, $K=\frac12\begin{pmatrix}3&4\\4&-3\end{pmatrix}$ in this sector, with eigenvalues $\pm\frac52$.

For $n=0$ the Hamiltonian is $bS_z$. At $m=\frac12$, $R=(A/2+b)^2$, and the candidates are $b/2$ and $-A/2-b/2$. The sector has one state, with energy $b/2$. If $R>0$, the other root belongs to no state in the sector, and $u$ or $w$ is zero. The same happens for every $n$ at $m=\pm\frac{n+1}2$, where both spins are fully aligned along $\pm z$ and the energy is $\frac{An}4\pm\frac b2$. For the other values of $m$, two product states share $m$ and the $2\times2$ matrix of $K$ between them has trace zero, so both roots occur.

## Spin matrices and the Hamiltonian in Lean

```lean
import Mathlib

open Matrix
open scoped Kronecker

namespace BreitRabi

noncomputable section
```

The index `k` counts down from the highest nuclear projection, so `raise` has its entries just above the diagonal. In its docstring `m` stands for the nuclear projection $\mu$, not for the total projection $m$.

```lean
/-- The raising matrix `I₊` of a spin `n/2`; index `k` is the state with `m = n/2 - k`. -/
def raise (n : ℕ) : Matrix (Fin (n + 1)) (Fin (n + 1)) ℂ :=
  Matrix.of fun i j => if (i : ℕ) + 1 = (j : ℕ) then
    ((√(((j : ℕ) : ℝ) * ((n : ℝ) + 1 - ((j : ℕ) : ℝ))) : ℝ) : ℂ) else 0

/-- The lowering matrix `I₋`, the transpose of the real matrix `I₊`. -/
def lower (n : ℕ) : Matrix (Fin (n + 1)) (Fin (n + 1)) ℂ := (raise n)ᵀ

/-- The matrix `I_x` of a spin `n/2`. -/
def Ix (n : ℕ) := (1 / 2 : ℂ) • (raise n + lower n)

/-- The matrix `I_y` of a spin `n/2`. -/
def Iy (n : ℕ) := (-Complex.I / 2) • (raise n - lower n)

/-- The matrix `I_z` of a spin `n/2`. -/
def Iz (n : ℕ) : Matrix (Fin (n + 1)) (Fin (n + 1)) ℂ :=
  diagonal fun k : Fin (n + 1) => (n : ℂ) / 2 - ((k : ℕ) : ℂ)
```

The electron matrices are half the Pauli matrices; index 0 is spin up.

```lean
/-- The spin-1/2 matrix `S_x`. -/
def Sx : Matrix (Fin 2) (Fin 2) ℂ := !![0, 1 / 2; 1 / 2, 0]

/-- The spin-1/2 matrix `S_y`. -/
def Sy : Matrix (Fin 2) (Fin 2) ℂ := !![0, -Complex.I / 2; Complex.I / 2, 0]

/-- The spin-1/2 matrix `S_z`. -/
def Sz : Matrix (Fin 2) (Fin 2) ℂ := !![1 / 2, 0; 0, -1 / 2]
```

The Kronecker product `⊗ₖ` puts the nucleus first, so a basis state is a pair (nuclear index, electron index).

```lean
/-- The hyperfine Hamiltonian `H = A I·S + b S_z`. -/
def H (n : ℕ) (A b : ℝ) : Matrix (Fin (n + 1) × Fin 2) (Fin (n + 1) × Fin 2) ℂ :=
  (A : ℂ) • (Ix n ⊗ₖ Sx + Iy n ⊗ₖ Sy + Iz n ⊗ₖ Sz) + (b : ℂ) • (1 ⊗ₖ Sz)

/-- The total projection `F_z = I_z + S_z`. -/
def Fz (n : ℕ) : Matrix (Fin (n + 1) × Fin 2) (Fin (n + 1) × Fin 2) ℂ :=
  Iz n ⊗ₖ 1 + 1 ⊗ₖ Sz
```

`K` is the shifted Hamiltonian, and `block` extracts its four nuclear matrices.

```lean
/-- The shifted Hamiltonian `H + A/4`. -/
def K (n : ℕ) (A b : ℝ) := H n A b + ((A : ℂ) / 4) • 1

/-- The nuclear matrix between electron states `s` and `t` in `H + A/4`. -/
def block (n : ℕ) (A b : ℝ) (s t : Fin 2) : Matrix (Fin (n + 1)) (Fin (n + 1)) ℂ :=
  Matrix.of fun i j => K n A b (i, s) (j, t)
```

`mF` is $m$ for a product basis state, `radicand` is $R$, and `level` is the energy with the sign $\sigma=\pm1$ as its last argument.

```lean
/-- The total magnetic quantum number of the product basis state with index pair `p`. -/
def mF (n : ℕ) (p : Fin (n + 1) × Fin 2) : ℝ :=
  (n : ℝ) / 2 - ((p.1 : ℕ) : ℝ) + if p.2 = 0 then 1 / 2 else -1 / 2

/-- The Breit-Rabi radicand `A²(n+1)²/4 + b² + 2Abm`. -/
def radicand (n : ℕ) (A b m : ℝ) : ℝ := A ^ 2 * (n + 1) ^ 2 / 4 + b ^ 2 + 2 * A * b * m

/-- The Breit-Rabi energy `-A/4 + σ √(radicand)/2`. -/
def level (n : ℕ) (A b m σ : ℝ) : ℝ := -A / 4 + σ * √(radicand n A b m) / 2
```

## Ladder products and blocks

In each matrix product only one intermediate state contributes. The end states $k=0$ and $k=n$, where none does, are treated separately.

```lean
/-- The products `I₋I₊` and `I₊I₋` are diagonal, with the squared ladder elements as entries. -/
theorem ladder_products (n : ℕ) :
    lower n * raise n =
      diagonal (fun k : Fin (n + 1) => ((k : ℕ) : ℂ) * (n + 1 - ((k : ℕ) : ℂ))) ∧
    raise n * lower n =
      diagonal (fun k : Fin (n + 1) => (((k : ℕ) : ℂ) + 1) * (n - ((k : ℕ) : ℂ))) := by
  have hs (k : ℕ) (hk : k ≤ n) : ((√((k : ℝ) * ((n : ℝ) + 1 - k)) : ℝ) : ℂ) *
      ((√((k : ℝ) * ((n : ℝ) + 1 - k)) : ℝ) : ℂ) = (k : ℂ) * (n + 1 - k) := by
    have h : (k : ℝ) ≤ n := by exact_mod_cast hk
    rw [← Complex.ofReal_mul, Real.mul_self_sqrt (mul_nonneg (by positivity) (by linarith))]
    push_cast
    ring
  constructor <;> ext i j <;> have hi := i.2 <;> rw [Matrix.mul_apply, diagonal_apply] <;>
    simp only [lower, transpose_apply, raise, of_apply, Fin.ext_iff]
  · by_cases h0 : (i : ℕ) = 0
    · simp [h0]
    · -- only the state one step above `i` contributes
      obtain ⟨l, hl⟩ : ∃ l : Fin (n + 1), (l : ℕ) + 1 = i :=
        ⟨⟨i - 1, by omega⟩, Nat.sub_add_cancel (by omega)⟩
      rw [Finset.sum_eq_single l, if_pos hl, hl]
      · split_ifs with h
        · rw [← h]
          exact hs i (by omega)
        · exact mul_zero _
      · intro x _ hx
        rw [if_neg (fun h : (x : ℕ) + 1 = i => hx (Fin.ext (by omega))), zero_mul]
      · simp
  · by_cases h0 : (i : ℕ) = n
    · have hz (l : Fin (n + 1)) : ¬ (i : ℕ) + 1 = l := by have := l.2; omega
      simp only [hz, if_false, zero_mul, Finset.sum_const_zero]
      simp [h0]
    · obtain ⟨l, hl⟩ : ∃ l : Fin (n + 1), (i : ℕ) + 1 = l := ⟨⟨i + 1, by omega⟩, rfl⟩
      rw [Finset.sum_eq_single l, if_pos hl]
      · by_cases h : (i : ℕ) = j
        · rw [if_pos h, if_pos (show (j : ℕ) + 1 = l by omega), ← hl]
          exact (hs (i + 1) (by omega)).trans (by push_cast; ring)
        · rw [if_neg h, if_neg (show ¬ (j : ℕ) + 1 = l by omega), mul_zero]
      · intro x _ hx
        rw [if_neg (fun h : (i : ℕ) + 1 = x => hx (Fin.ext (by omega))), zero_mul]
      · simp
```

The block form of $K$ is checked entry by entry; $i^2=-1$ combines $I_xS_x$ and $I_yS_y$ into ladder terms.

```lean
/-- In the electron basis `H + A/4` has diagonal blocks built from `I_z` and off-diagonal
blocks `A I₋/2` and `A I₊/2`. -/
theorem blocks (n : ℕ) (A b : ℝ) :
    block n A b 0 0 = diagonal (fun k : Fin (n + 1) =>
      (A * ((n : ℂ) / 2 - ((k : ℕ) : ℂ)) + b + A / 2) / 2) ∧
    block n A b 0 1 = ((A : ℂ) / 2) • lower n ∧
    block n A b 1 0 = ((A : ℂ) / 2) • raise n ∧
    block n A b 1 1 = diagonal (fun k : Fin (n + 1) =>
      (-(A * ((n : ℂ) / 2 - ((k : ℕ) : ℂ))) - b + A / 2) / 2) := by
  refine ⟨?_, ?_, ?_, ?_⟩ <;> ext i j <;>
    simp only [block, K, H, Ix, Iy, Iz, of_apply, Matrix.add_apply, Matrix.sub_apply,
      Matrix.smul_apply, kroneckerMap_apply, smul_eq_mul, one_apply, diagonal_apply,
      Prod.mk.injEq, and_true, and_false, zero_ne_one, one_ne_zero, if_false,
      show Sx 0 0 = 0 from rfl, show Sx 0 1 = 1 / 2 from rfl, show Sx 1 0 = 1 / 2 from rfl,
      show Sx 1 1 = 0 from rfl, show Sy 0 0 = 0 from rfl, show Sy 1 1 = 0 from rfl,
      show Sy 0 1 = -Complex.I / 2 from rfl, show Sy 1 0 = Complex.I / 2 from rfl,
      show Sz 0 0 = 1 / 2 from rfl, show Sz 0 1 = 0 from rfl, show Sz 1 0 = 0 from rfl,
      show Sz 1 1 = -1 / 2 from rfl]
  · split_ifs <;> ring
  · linear_combination (A * (raise n i j - lower n i j) / 4) * Complex.I_sq
  · linear_combination (-A * (raise n i j - lower n i j) / 4) * Complex.I_sq
  · split_ifs <;> ring

/-- `F_z` is diagonal in the product basis. -/
theorem Fz_diagonal (n : ℕ) : Fz n = diagonal (fun p => (mF n p : ℂ)) := by
  ext ⟨i, s⟩ ⟨j, t⟩
  revert s t
  simp only [Fin.forall_fin_two]
  by_cases h : i = j <;> simp [Fz, Iz, Sz, mF, h, one_apply]
```

## The identity

`hb` is block multiplication. `up` and `down` are the commutators of $I_z$ with $I_\pm$ written for entries, and they remove the off-diagonal blocks. `ring` does the diagonal cancellation.

```lean
/-- **Breit-Rabi identity**: `(H + A/4)² = (A²(n+1)²/4 + b² + 2Ab F_z)/4`. -/
theorem breit_rabi_identity (n : ℕ) (A b : ℝ) :
    K n A b ^ 2 = (1 / 4 : ℂ) •
      (((A : ℂ) ^ 2 * (n + 1) ^ 2 / 4 + (b : ℂ) ^ 2) • 1 + (2 * A * b : ℂ) • Fz n) := by
  obtain ⟨h00, h01, h10, h11⟩ := blocks n A b
  have hb (s t : Fin 2) (i j : Fin (n + 1)) : (K n A b * K n A b) (i, s) (j, t) =
      (block n A b s 0 * block n A b 0 t + block n A b s 1 * block n A b 1 t) i j := by
    simp [Matrix.mul_apply, block, Fintype.sum_prod_type, Finset.sum_add_distrib]
  -- the ladder matrices connect neighbouring states only
  have up (i j : Fin (n + 1)) : raise n i j * (((i : ℕ) : ℂ) + 1 - ((j : ℕ) : ℂ)) = 0 := by
    by_cases h : (i : ℕ) + 1 = j
    · rw [← h]
      push_cast
      ring
    · simp [raise, h]
  have down (i j : Fin (n + 1)) : lower n i j * (((j : ℕ) : ℂ) + 1 - ((i : ℕ) : ℂ)) = 0 :=
    up j i
  rw [sq, Fz_diagonal]
  ext ⟨i, s⟩ ⟨j, t⟩
  rw [hb]
  revert s t
  simp only [Fin.forall_fin_two, h00, h01, h10, h11, Matrix.smul_mul, Matrix.mul_smul,
    (ladder_products n).1, (ladder_products n).2, Matrix.add_apply,
    Matrix.smul_apply, diagonal_mul, mul_diagonal, diagonal_apply, one_apply, smul_eq_mul,
    Prod.mk.injEq, and_true, and_false, zero_ne_one, one_ne_zero, if_false, if_true, mF]
  refine ⟨⟨?_, ?_⟩, ⟨?_, ?_⟩⟩
  · split_ifs with h
    · subst h
      push_cast
      ring
    · ring
  · linear_combination ((A : ℂ) ^ 2 / 4) * down i j
  · linear_combination ((A : ℂ) ^ 2 / 4) * up i j
  · split_ifs with h
    · subst h
      push_cast
      ring
    · ring
```

## Energies at fixed total projection

Applied to a vector with $F_z=m$, the identity becomes $K^2v=(R/4)v$.

```lean
variable {n : ℕ} {A b m : ℝ} {v : Fin (n + 1) × Fin 2 → ℂ}

/-- On states with `F_z = m`, the square of `H + A/4` is a quarter of the radicand. -/
theorem sector_sq (hm : Fz n *ᵥ v = (m : ℂ) • v) :
    K n A b *ᵥ (K n A b *ᵥ v) = ((radicand n A b m / 4 : ℝ) : ℂ) • v := by
  rw [mulVec_mulVec, ← sq, breit_rabi_identity]
  simp only [smul_mulVec, add_mulVec, one_mulVec, hm, radicand]
  push_cast
  module
```

The next theorem assumes a nonzero joint eigenvector with real eigenvalues. It cancels a nonzero component of `v` to obtain $(E+A/4)^2=R/4$, then takes the root; the two signs of the absolute value give the two alternatives.

```lean
/-- **Breit-Rabi formula**: a nonzero joint eigenvector of `H` and `F_z`, with real eigenvalues
`E` and `m`, has `E = -A/4 ± √(A²(n+1)²/4 + b² + 2Abm)/2`. -/
theorem breit_rabi_formula {E : ℝ} (hv : v ≠ 0) (hm : Fz n *ᵥ v = (m : ℂ) • v)
    (hE : H n A b *ᵥ v = (E : ℂ) • v) : E = level n A b m 1 ∨ E = level n A b m (-1) := by
  have hK : K n A b *ᵥ v = ((E + A / 4 : ℝ) : ℂ) • v := by
    rw [K, add_mulVec, smul_mulVec, one_mulVec, hE]
    push_cast
    module
  have h := sector_sq (A := A) (b := b) hm
  rw [hK, mulVec_smul, hK, smul_smul] at h
  obtain ⟨p, hp⟩ := Function.ne_iff.mp hv
  have h1 := congrFun h p
  simp only [Pi.smul_apply, smul_eq_mul] at h1
  have h2 : (E + A / 4) * (E + A / 4) = radicand n A b m / 4 := by
    exact_mod_cast mul_right_cancel₀ hp h1
  have hR : radicand n A b m = (2 * (E + A / 4)) ^ 2 := by linear_combination -4 * h2
  rw [level, level, hR, Real.sqrt_sq_eq_abs]
  rcases abs_choice (2 * (E + A / 4)) with h | h <;> rw [h]
  · left; ring
  · right; ring
```

For the converse, `key` shows that $Kv+\sigma rv$ is mapped by $H$ to `level` times itself, and `c` is $1/\sqrt R$. The theorem leaves open whether `u` and `w` are both nonzero.

```lean
/-- If the radicand is positive, every state with `F_z = m` is a sum of two vectors on which `H`
acts as the upper and the lower Breit-Rabi energy. -/
theorem sector_decomposition (hm : Fz n *ᵥ v = (m : ℂ) • v) (hR : 0 < radicand n A b m) :
    ∃ u w, v = u + w ∧ H n A b *ᵥ u = (level n A b m 1 : ℂ) • u ∧
      H n A b *ᵥ w = (level n A b m (-1) : ℂ) • w := by
  have hH (x : Fin (n + 1) × Fin 2 → ℂ) :
      H n A b *ᵥ x = K n A b *ᵥ x - ((A : ℂ) / 4) • x := by
    simp [K, add_mulVec, smul_mulVec]
  -- `H + A/4 + σ √R/2` sends `v` to a vector on which `H` acts as the level of sign `σ`
  have key (σ : ℝ) (hσ : σ ^ 2 = 1) :
      H n A b *ᵥ (K n A b *ᵥ v + ((σ * √(radicand n A b m) / 2 : ℝ) : ℂ) • v) =
      (level n A b m σ : ℂ) •
        (K n A b *ᵥ v + ((σ * √(radicand n A b m) / 2 : ℝ) : ℂ) • v) := by
    have hs : radicand n A b m / 4 =
        (σ * √(radicand n A b m) / 2) * (σ * √(radicand n A b m) / 2) := by
      linear_combination (-1 / 4) * Real.sq_sqrt hR.le - √(radicand n A b m) ^ 2 / 4 * hσ
    rw [hH, mulVec_add, mulVec_smul, sector_sq hm, hs, level]
    push_cast
    module
  obtain ⟨c, hc⟩ : ∃ c : ℂ, c * (√(radicand n A b m) : ℝ) = 1 :=
    ⟨_, inv_mul_cancel₀ (Complex.ofReal_ne_zero.mpr (Real.sqrt_pos.mpr hR).ne')⟩
  refine ⟨c • (K n A b *ᵥ v + ((1 * √(radicand n A b m) / 2 : ℝ) : ℂ) • v),
    (-c) • (K n A b *ᵥ v + (((-1) * √(radicand n A b m) / 2 : ℝ) : ℂ) • v), ?_, ?_, ?_⟩
  · have h : (c * (√(radicand n A b m) : ℝ)) • v = v := by rw [hc, one_smul]
    push_cast
    linear_combination (norm := module) -h
  · rw [mulVec_smul, key 1 (by norm_num)]
    exact smul_comm _ _ _
  · rw [mulVec_smul, key (-1) (by norm_num)]
    exact smul_comm _ _ _

end

end BreitRabi
```

```lean
#print axioms BreitRabi.breit_rabi_formula
#print axioms BreitRabi.sector_decomposition
```

```
'BreitRabi.breit_rabi_formula' depends on axioms: [propext, Classical.choice, Quot.sound]
'BreitRabi.sector_decomposition' depends on axioms: [propext, Classical.choice, Quot.sound]
```
